# Helmholtz energies with the same U(T,V) differ by T times a function of volume

A Helmholtz energy is modelled here as a function \(F(T,V)\) of two real numbers, temperature and volume, at fixed particle number. It is defined for all real arguments but constrained only where \(T>0\) and \(V>0\). Differentiability in \(T\) and in \(V\) are separate hypotheses, so each result assumes only what it uses. Requiring \(F\) to be jointly differentiable would be another sensible model. It would force the function \(g\) below to be differentiable, whereas differentiability in \(T\) alone leaves \(g\) arbitrary.

## What the energy leaves free

Write \(U=F-T\,\partial F/\partial T\) and \(P=-\partial F/\partial V\). For \(F_1,F_2\) differentiable in \(T\), the claim is that \(U_1=U_2\) for all \(T,V>0\) exactly when \(F_1-F_2=T\,g(V)\) for some function \(g\).

At fixed volume, the quotient rule gives the Gibbs–Helmholtz equation:
\[
\frac{\partial}{\partial T}\frac{F}{T}=\frac{1}{T}\frac{\partial F}{\partial T}-\frac{F}{T^2}=-\frac{U}{T^2}.
\]
If \(U_1=U_2\), then \((F_1-F_2)/T\) has zero temperature derivative and equals its value at \(T=1\), namely \(g(V)=F_1(1,V)-F_2(1,V)\). Conversely, if \(F_1=F_2+Tg(V)\), then
\[
U_1=F_2+Tg-T\left(\frac{\partial F_2}{\partial T}+g\right)=U_2.
\]

The integration constant belongs to one fixed volume. Treating it as a single number for all volumes would wrongly make the pressures equal. If both functions are also differentiable in \(V\), so is \(g\), and
\[
P_1-P_2=-T\,g'(V).
\]
Every continuous \(h(V)\) arises as such a difference: \(G=F-T\int_1^V h(x)\,dx\) has the energy of \(F\) and the pressure \(P+T\,h(V)\).

If the pressures agree too, then \(g'=0\), so \(g\) is a constant \(c\) and \(F_1-F_2=cT\). Conversely, a term \(cT\) changes neither \(U\) nor \(P\); it only shifts the entropy by a constant.

For an example, take \(F=-NT(a\log V+\tfrac32\log T)\), with Boltzmann's constant equal to one. Then
\[
\frac{\partial F}{\partial T}=-N\left(a\log V+\tfrac32\log T\right)-\tfrac32N,
\qquad U=\tfrac32NT,\qquad P=\frac{aNT}{V}.
\]
Here \(N\) is the particle number and \(a\) sets how strongly the entropy depends on volume; \(a=1\) gives the ideal-gas law. The energy does not reveal \(a\). Values other than 1 serve only as an illustration, since a real gas approaches the ideal-gas law at low density.

Knowing \(U\) at all temperatures for a fixed volume therefore determines changes in \(F/T\) at that volume, but, without further input, not \(F\) itself. The missing information can be supplied by the value of \(F\) at one temperature for each volume. If \(F\) is also differentiable in \(V\), the pressure at one temperature and all volumes, together with a single value of \(F\), serves as well. So does the third law where it applies: with \(S=-\partial F/\partial T\) one has \(S_1-S_2=-g(V)\), so if both entropies vanish as \(T\to0\) at every volume, then \(g=0\). The model gas above does not obey the third law, because its entropy diverges in that limit.

## Energy, pressure and their domain

In Lean 4 with Mathlib:

```lean
import Mathlib

open Set Filter Topology

namespace EnergyInWrongVariables

noncomputable section
```

The two thermodynamic functions are derivatives with the other variable held fixed.

```lean
/-- The internal energy `U = F - T ∂F/∂T` as a function of temperature and volume. -/
def energy (F : ℝ → ℝ → ℝ) (T V : ℝ) : ℝ := F T V - T * deriv (fun t => F t V) T

/-- The pressure `P = -∂F/∂V` at fixed temperature. -/
def pressure (F : ℝ → ℝ → ℝ) (T V : ℝ) : ℝ := -deriv (fun v => F T v) V
```

Since `deriv` returns zero where no derivative exists, the following hypotheses ensure that these formulas have their physical meaning.

```lean
/-- The free energy is differentiable in temperature for all `T, V > 0`. -/
def DiffInT (F : ℝ → ℝ → ℝ) : Prop :=
  ∀ T : ℝ, 0 < T → ∀ V : ℝ, 0 < V → DifferentiableAt ℝ (fun t => F t V) T

/-- The free energy is differentiable in volume for all `T, V > 0`. -/
def DiffInV (F : ℝ → ℝ → ℝ) : Prop :=
  ∀ T : ℝ, 0 < T → ∀ V : ℝ, 0 < V → DifferentiableAt ℝ (fun v => F T v) V
```

Neither thermodynamic stability nor extensivity is assumed, and kinks in the differentiated variable are excluded.

## From Gibbs–Helmholtz to the function g

The first lemma supplies the integration step: the positive half-line is connected, so a function with zero derivative there is constant.

```lean
/-- A function with zero derivative at every positive point takes the same value at any two
positive points. -/
theorem const_of_deriv_zero {q : ℝ → ℝ} (h : ∀ x : ℝ, 0 < x → HasDerivAt q 0 x)
    {x y : ℝ} (hx : 0 < x) (hy : 0 < y) : q x = q y :=
  isOpen_Ioi.is_const_of_deriv_eq_zero isPreconnected_Ioi
    (fun z hz => (h z hz).differentiableAt.differentiableWithinAt)
    (fun z hz => (h z hz).deriv) (mem_Ioi.2 hx) (mem_Ioi.2 hy)
```

The next is the quotient rule, with the result rewritten in terms of `energy`.

```lean
/-- Gibbs–Helmholtz equation: at fixed volume, `∂(F/T)/∂T = -U/T²`. -/
theorem gibbs_helmholtz {F : ℝ → ℝ → ℝ} {T V : ℝ} (hT : 0 < T)
    (hF : DifferentiableAt ℝ (fun t => F t V) T) :
    HasDerivAt (fun t => F t V / t) (-energy F T V / T ^ 2) T :=
  (hF.hasDerivAt.fun_div (hasDerivAt_id' T) hT.ne').congr_deriv (by unfold energy; ring)
```

In the main equivalence, `hq` subtracts two Gibbs–Helmholtz equations and `hc` compares temperature \(T\) with temperature 1. For the converse, `he` states that \(F_1=F_2+Tg\) near the chosen temperature, which is enough to differentiate it.

```lean
/-- Two free energies give the same internal energy `U(T,V)` for all `T, V > 0` exactly when
they differ by `T g(V)` for some function `g` of the volume. -/
theorem energy_eq_iff {F₁ F₂ : ℝ → ℝ → ℝ} (h₁ : DiffInT F₁) (h₂ : DiffInT F₂) :
    (∀ T : ℝ, 0 < T → ∀ V : ℝ, 0 < V → energy F₁ T V = energy F₂ T V) ↔
      ∃ g : ℝ → ℝ, ∀ T : ℝ, 0 < T → ∀ V : ℝ, 0 < V → F₁ T V - F₂ T V = T * g V := by
  constructor
  · intro hU
    refine ⟨fun V => F₁ 1 V / 1 - F₂ 1 V / 1, fun T hT V hV => ?_⟩
    -- by Gibbs–Helmholtz, (F₁ - F₂)/T does not depend on temperature
    have hq : ∀ t : ℝ, 0 < t → HasDerivAt (fun t => F₁ t V / t - F₂ t V / t) 0 t :=
      fun t ht => ((gibbs_helmholtz ht (h₁ t ht V hV)).fun_sub
        (gibbs_helmholtz ht (h₂ t ht V hV))).congr_deriv (by rw [hU t ht V hV]; ring)
    have hc : F₁ T V / T - F₂ T V / T = F₁ 1 V / 1 - F₂ 1 V / 1 :=
      const_of_deriv_zero hq hT one_pos
    show F₁ T V - F₂ T V = T * (F₁ 1 V / 1 - F₂ 1 V / 1)
    rw [← hc, mul_sub, mul_div_cancel₀ _ hT.ne', mul_div_cancel₀ _ hT.ne']
  · rintro ⟨g, hg⟩ T hT V hV
    -- the term T g(V) is linear in T and drops out of F - T ∂F/∂T
    have he : (fun t => F₁ t V) =ᶠ[𝓝 T] fun t => F₂ t V + t * g V := by
      filter_upwards [Ioi_mem_nhds hT] with t ht
      linear_combination hg t ht V hV
    have hd : deriv (fun t => F₁ t V) T = deriv (fun t => F₂ t V) T + 1 * g V :=
      (((h₂ T hT V hV).hasDerivAt.fun_add
        ((hasDerivAt_id' T).mul_const (g V))).congr_of_eventuallyEq he).deriv
    unfold energy
    rw [hd]
    linear_combination hg T hT V hV
```

## The pressure that remains undetermined

The proof below never differentiates \(g\) by name. It writes the difference at temperature \(T\) as \(T\) times the difference at temperature 1, then uses uniqueness of the derivative in \(V\). The resulting `h` is the pressure difference at unit temperature.

```lean
/-- If two free energies give the same `U(T,V)`, their pressures differ by temperature times
a function of the volume. -/
theorem pressure_sub_of_energy_eq {F₁ F₂ : ℝ → ℝ → ℝ} (h₁ : DiffInT F₁) (h₂ : DiffInT F₂)
    (k₁ : DiffInV F₁) (k₂ : DiffInV F₂)
    (hU : ∀ T : ℝ, 0 < T → ∀ V : ℝ, 0 < V → energy F₁ T V = energy F₂ T V) :
    ∃ h : ℝ → ℝ, ∀ T : ℝ, 0 < T → ∀ V : ℝ, 0 < V →
      pressure F₁ T V - pressure F₂ T V = T * h V := by
  obtain ⟨g, hg⟩ := (energy_eq_iff h₁ h₂).1 hU
  refine ⟨fun V => pressure F₁ 1 V - pressure F₂ 1 V, fun T hT V hV => ?_⟩
  have hd : ∀ t : ℝ, 0 < t → HasDerivAt (fun v => F₁ t v - F₂ t v)
      (-(pressure F₁ t V - pressure F₂ t V)) V := fun t ht =>
    ((k₁ t ht V hV).hasDerivAt.fun_sub (k₂ t ht V hV).hasDerivAt).congr_deriv
      (by unfold pressure; ring)
  -- the difference at temperature T is T times the difference at unit temperature
  have he : (fun v => F₁ T v - F₂ T v) =ᶠ[𝓝 V] fun v => T * (F₁ 1 v - F₂ 1 v) := by
    filter_upwards [Ioi_mem_nhds hV] with v hv
    rw [hg T hT v hv, hg 1 one_pos v hv, one_mul]
  have hu := (hd T hT).unique (((hd 1 one_pos).const_mul T).congr_of_eventuallyEq he)
  show pressure F₁ T V - pressure F₂ T V = T * (pressure F₁ 1 V - pressure F₂ 1 V)
  linear_combination -hu
```

For the construction of \(G\), `hI` is the fundamental theorem of calculus on the positive half-line. The equality of energies then follows from the converse half of `energy_eq_iff`, with \(g(V)=-\int_1^V h(x)\,dx\).

```lean
/-- For every continuous function `h` of the volume there is a free energy with the same
`U(T,V)` as `F` and with pressure larger by `T h(V)`. -/
theorem pressure_undetermined {F : ℝ → ℝ → ℝ} (hF : DiffInT F) (kF : DiffInV F)
    {h : ℝ → ℝ} (hc : ContinuousOn h (Ioi 0)) :
    ∃ G : ℝ → ℝ → ℝ, DiffInT G ∧ DiffInV G ∧
      (∀ T : ℝ, 0 < T → ∀ V : ℝ, 0 < V → energy G T V = energy F T V) ∧
      (∀ T : ℝ, 0 < T → ∀ V : ℝ, 0 < V → pressure G T V = pressure F T V + T * h V) := by
  have hI : ∀ V : ℝ, 0 < V → HasDerivAt (fun v => ∫ x in (1 : ℝ)..v, h x) (h V) V := by
    intro V hV
    have hs : uIcc 1 V ⊆ Ioi (0 : ℝ) := fun x hx =>
      lt_of_lt_of_le (lt_min one_pos hV) hx.1
    exact intervalIntegral.integral_hasDerivAt_right (hc.mono hs).intervalIntegrable
      (hc.stronglyMeasurableAtFilter isOpen_Ioi V hV) (hc.continuousAt (Ioi_mem_nhds hV))
  -- subtract T times an antiderivative of h
  let G : ℝ → ℝ → ℝ := fun T V => F T V - T * ∫ x in (1 : ℝ)..V, h x
  have hG : DiffInT G := fun T hT V hV =>
    ((hF T hT V hV).hasDerivAt.fun_sub ((hasDerivAt_id' T).mul_const _)).differentiableAt
  have hV' : ∀ T : ℝ, 0 < T → ∀ V : ℝ, 0 < V →
      HasDerivAt (fun v => G T v) (deriv (fun v => F T v) V - T * h V) V :=
    fun T hT V hV => (kF T hT V hV).hasDerivAt.fun_sub ((hI V hV).const_mul T)
  refine ⟨G, hG, fun T hT V hV => (hV' T hT V hV).differentiableAt,
    (energy_eq_iff hG hF).2 ⟨fun V => -∫ x in (1 : ℝ)..V, h x, fun T _ V _ => ?_⟩,
    fun T hT V hV => ?_⟩
  · simp only [G]
    ring
  · unfold pressure
    rw [(hV' T hT V hV).deriv]
    ring
```

When pressures are given as well, `hq` shows that the difference at unit temperature has zero volume derivative. The constant is `g 1`, the value of \(g\) at unit volume.

```lean
/-- Two free energies share both `U(T,V)` and `P(T,V)` exactly when they differ by a constant
times the temperature. -/
theorem energy_and_pressure_eq_iff {F₁ F₂ : ℝ → ℝ → ℝ} (h₁ : DiffInT F₁) (h₂ : DiffInT F₂)
    (k₁ : DiffInV F₁) (k₂ : DiffInV F₂) :
    (∀ T : ℝ, 0 < T → ∀ V : ℝ, 0 < V →
      energy F₁ T V = energy F₂ T V ∧ pressure F₁ T V = pressure F₂ T V) ↔
      ∃ c : ℝ, ∀ T : ℝ, 0 < T → ∀ V : ℝ, 0 < V → F₁ T V - F₂ T V = T * c := by
  constructor
  · intro H
    obtain ⟨g, hg⟩ := (energy_eq_iff h₁ h₂).1 fun T hT V hV => (H T hT V hV).1
    -- equal pressures at unit temperature make g constant
    have hq : ∀ v : ℝ, 0 < v → HasDerivAt (fun v => F₁ 1 v - F₂ 1 v) 0 v := fun v hv =>
      ((k₁ 1 one_pos v hv).hasDerivAt.fun_sub (k₂ 1 one_pos v hv).hasDerivAt).congr_deriv
        (by have hp := (H 1 one_pos v hv).2
            unfold pressure at hp
            linarith)
    refine ⟨g 1, fun T hT V hV => ?_⟩
    have hc : F₁ 1 V - F₂ 1 V = F₁ 1 1 - F₂ 1 1 := const_of_deriv_zero hq hV one_pos
    rw [hg 1 one_pos V hV, hg 1 one_pos 1 one_pos, one_mul, one_mul] at hc
    rw [hg T hT V hV, hc]
  · rintro ⟨c, hc⟩ T hT V hV
    refine ⟨(energy_eq_iff h₁ h₂).2 ⟨fun _ => c, hc⟩ T hT V hV, ?_⟩
    have he : (fun v => F₁ T v) =ᶠ[𝓝 V] fun v => F₂ T v + T * c := by
      filter_upwards [Ioi_mem_nhds hV] with v hv
      linear_combination hc T hT v hv
    unfold pressure
    rw [(((k₂ T hT V hV).hasDerivAt.add_const (T * c)).congr_of_eventuallyEq he).deriv]
```

## One energy, a family of gas pressures

The definition takes logarithms of numerical values in chosen units.

```lean
/-- The free energy `-N T (a log V + (3/2) log T)`, in units with Boltzmann constant one. -/
def gas (N a T V : ℝ) : ℝ := -N * T * (a * Real.log V + 3 / 2 * Real.log T)
```

The proof differentiates the product in \(T\), then the logarithm in \(V\). It holds for all real `N` and `a`, including values without a physical reading.

```lean
/-- The model gas has energy `(3/2) N T` for every `a`, while its pressure is `a N T / V`. -/
theorem gas_energy_pressure (N a : ℝ) {T V : ℝ} (hT : 0 < T) (hV : 0 < V) :
    energy (gas N a) T V = 3 / 2 * N * T ∧ pressure (gas N a) T V = a * N * T / V := by
  constructor
  · have h1 : HasDerivAt (fun t : ℝ => -N * t) (-N * 1) T := (hasDerivAt_id' T).const_mul (-N)
    have h2 : HasDerivAt (fun t : ℝ => a * Real.log V + 3 / 2 * Real.log t)
        (3 / 2 * T⁻¹) T := ((Real.hasDerivAt_log hT.ne').const_mul (3 / 2)).const_add _
    have h3 : deriv (fun t => gas N a t V) T =
        -N * 1 * (a * Real.log V + 3 / 2 * Real.log T) + -N * T * (3 / 2 * T⁻¹) :=
      (h1.fun_mul h2).deriv
    unfold energy
    rw [h3]
    unfold gas
    linear_combination (3 / 2 * N * T) * mul_inv_cancel₀ hT.ne'
  · have h4 : deriv (fun v => gas N a T v) V = -N * T * (a * V⁻¹) :=
      ((((Real.hasDerivAt_log hV.ne').const_mul a).add_const
        (3 / 2 * Real.log T)).const_mul (-N * T)).deriv
    unfold pressure
    rw [h4]
    ring

end

end EnergyInWrongVariables
```

```lean
#print axioms EnergyInWrongVariables.pressure_sub_of_energy_eq
#print axioms EnergyInWrongVariables.pressure_undetermined
#print axioms EnergyInWrongVariables.energy_and_pressure_eq_iff
#print axioms EnergyInWrongVariables.gas_energy_pressure
```

```
'EnergyInWrongVariables.pressure_sub_of_energy_eq' depends on axioms: [propext, Classical.choice, Quot.sound]
'EnergyInWrongVariables.pressure_undetermined' depends on axioms: [propext, Classical.choice, Quot.sound]
'EnergyInWrongVariables.energy_and_pressure_eq_iff' depends on axioms: [propext, Classical.choice, Quot.sound]
'EnergyInWrongVariables.gas_energy_pressure' depends on axioms: [propext, Classical.choice, Quot.sound]
```
